# Corner Bloch phases make a ring Hamiltonian periodic in k; the discretised k-shifted operator has another spectrum at k + G unless k = −G/2

Before running a band calculation on a real-space grid, I fold my k-points back into one Brillouin zone, assuming that k and k + G give the same eigenvalues. On a one-dimensional ring of N points with spacing h, length L = Nh and G = 2π/L, this seems safe if the Bloch phase exp(±ikL) sits in the corners of the three-point Hamiltonian. If I instead discretise the equation for the periodic part of the Bloch function, −D2/2 − ik D1 + k²/2 + V with periodic central differences, I believe that folding changes the spectrum, except at k = −G/2. Can this be made rigorous and machine-checked?

## The trace detects the shift by G

Yes, and for every N ≥ 1, where "spectrum" means the eigenvalues counted with multiplicity, that is, the roots of the characteristic polynomial. Use units with ħ = m = 1 and number the sites j = 0, …, N−1. Let T(w) be the forward hop: (Tψ)ⱼ = ψⱼ₊₁ for j < N−1, and (Tψ)ɴ₋₁ = wψ₀. The Hamiltonian with corner phases is

H_c(k) = −(T(w) + T(w)† − 2)/(2h²) + V, with w = exp(ikL).

Since exp(i(k+G)L) = exp(ikL) exp(2πi) = exp(ikL), H_c(k+G) and H_c(k) are the same matrix.

For the other form, write T = T(1), which is real, so T† = Tᵀ. Then

D2 = (T + Tᵀ − 2)/h², D1 = (T − Tᵀ)/(2h),

H_s(k) = −D2/2 − ik D1 + k²/2 + V.

A matrix and its transpose have equal traces, so tr D1 = 0 and

tr H_s(k) = tr H_s(0) + Nk²/2.

Equal characteristic polynomials have equal traces, so if H_s(k) and H_s(q) share theirs, k² = q² and q = ±k. Conversely, D2 and V are symmetric and D1 is antisymmetric, so

H_s(k)ᵀ = H_s(−k),

and transposition preserves the characteristic polynomial. Now set q = k + G. The case k = k + G is impossible because G ≠ 0; the case k = −(k + G) gives k = −G/2.

The trace also gives the change in the mean: going from k to k + G changes the average of all N eigenvalues by G(k + G/2). Individual eigenvalues can move by different amounts, and the mean is not the error of the low bands. For V = 0 the eigenvalues of H_s(k) are (1 − cos ph)/h² + k sin(ph)/h + k²/2 with p = 2πn/L. At fixed n and L they tend to (k + p)²/2 as h → 0, so the low bands become periodic again on a fine grid.

A lattice form that does keep the periodicity puts exp(±ikh) on every bond. With U = diag(exp(ikjh)), the bond from j to j+1 in U exp(ikh)T U† carries

exp(ikjh) exp(ikh) exp(−ik(j+1)h) = 1,

and the closing bond carries exp(ik(N−1)h) exp(ikh) = exp(ikL). This form is therefore unitarily equivalent to H_c(k), and its spectrum is periodic in k.

## What the Lean statements say

`twistedH` is H_c, `shiftedH` is H_s and `peierlsH` is the form with a phase on every bond. Sites are elements of `Fin N`, and `V` is any real function on them. The main theorem, `bloch_periodicity_dichotomy`, assumes only `G * (N * h) = 2 * Real.pi`, which makes `G` a primitive reciprocal lattice vector of the ring; this excludes an empty ring and zero spacing. It concludes that the `twistedH` matrices are equal, and that the `shiftedH` characteristic polynomials agree if and only if `k = -G / 2`.

The model is one particle in one dimension with a local potential and three-point differences. The theorems do not treat individual bands or the limit h → 0.

```lean
import Mathlib

open Matrix

namespace RingBlochBoundary

noncomputable section

/-- The phase factor `exp(ix)`. -/
def phase (x : ℝ) : ℂ := Complex.exp (x * Complex.I)

/-- Forward hopping on a ring of `N` sites, with a factor `w` on the bond that closes the ring. -/
def hop (N : ℕ) (w : ℂ) : Matrix (Fin N) (Fin N) ℂ :=
  Matrix.of fun i j =>
    if (j : ℕ) = i + 1 then 1 else if (i : ℕ) + 1 = N ∧ (j : ℕ) = 0 then w else 0

/-- The three-point second difference with spacing `h` built from a forward hop `T`. -/
def secondDiff {N : ℕ} (h : ℝ) (T : Matrix (Fin N) (Fin N) ℂ) : Matrix (Fin N) (Fin N) ℂ :=
  (1 / (h : ℂ) ^ 2) • (T + Tᴴ - (2 : ℂ) • 1)

/-- The periodic central first difference with spacing `h`. -/
def centralDiff (N : ℕ) (h : ℝ) : Matrix (Fin N) (Fin N) ℂ :=
  (1 / (2 * (h : ℂ))) • (hop N 1 - (hop N 1)ᴴ)

/-- The local potential as a diagonal matrix. -/
def potential {N : ℕ} (V : Fin N → ℝ) : Matrix (Fin N) (Fin N) ℂ :=
  Matrix.diagonal fun i => (V i : ℂ)

/-- The three-point Hamiltonian with Bloch phases `exp(±ikL)`, `L = N h`, in the corners. -/
def twistedH (N : ℕ) (h : ℝ) (V : Fin N → ℝ) (k : ℝ) : Matrix (Fin N) (Fin N) ℂ :=
  (-1 / 2 : ℂ) • secondDiff h (hop N (phase (k * (N * h)))) + potential V

/-- The discretised operator `-D2/2 - ik D1 + k²/2 + V` with periodic differences. -/
def shiftedH (N : ℕ) (h : ℝ) (V : Fin N → ℝ) (k : ℝ) : Matrix (Fin N) (Fin N) ℂ :=
  (-1 / 2 : ℂ) • secondDiff h (hop N 1) - (Complex.I * (k : ℂ)) • centralDiff N h
    + ((k : ℂ) ^ 2 / 2) • 1 + potential V

/-- The three-point Hamiltonian with the phase `exp(±ikh)` on every bond of the ring. -/
def peierlsH (N : ℕ) (h : ℝ) (V : Fin N → ℝ) (k : ℝ) : Matrix (Fin N) (Fin N) ℂ :=
  (-1 / 2 : ℂ) • secondDiff h (phase (k * h) • hop N 1) + potential V

/-- The diagonal gauge transformation `exp(ikx)` on the grid points `x = j h`. -/
def gauge (N : ℕ) (h k : ℝ) : Matrix (Fin N) (Fin N) ℂ :=
  Matrix.diagonal fun j => phase (k * (h * (j : ℕ)))

lemma phase_zero : phase 0 = 1 := by simp [phase]

lemma phase_add (x y : ℝ) : phase (x + y) = phase x * phase y := by
  rw [phase, phase, phase, ← Complex.exp_add]
  congr 1
  push_cast
  ring

lemma star_phase (x : ℝ) : star (phase x) = phase (-x) := by
  rw [phase, phase, Complex.star_def, ← Complex.exp_conj]
  simp

lemma hop_one_adjoint (N : ℕ) : (hop N 1)ᴴ = (hop N 1)ᵀ := by
  ext i j
  simp only [conjTranspose_apply, transpose_apply, hop, Matrix.of_apply]
  split_ifs <;> simp

/-- The Hamiltonian with corner phases is the same matrix at `k` and `k + G` when `G L = 2π`. -/
theorem twistedH_periodic (N : ℕ) (h G : ℝ) (hG : G * (N * h) = 2 * Real.pi)
    (V : Fin N → ℝ) (k : ℝ) : twistedH N h V (k + G) = twistedH N h V k := by
  have h2 : phase (2 * Real.pi) = 1 := by
    rw [phase]
    push_cast
    exact Complex.exp_two_pi_mul_I
  rw [twistedH, twistedH, add_mul, hG, phase_add, h2, mul_one]

/-- The trace of `-D2/2 - ik D1 + k²/2 + V` exceeds its value at `k = 0` by `N k²/2`. -/
theorem shiftedH_trace (N : ℕ) (h : ℝ) (V : Fin N → ℝ) (k : ℝ) :
    (shiftedH N h V k).trace = (shiftedH N h V 0).trace + N * (k : ℂ) ^ 2 / 2 := by
  -- the central difference is antisymmetric, hence traceless
  have h1 : (centralDiff N h).trace = 0 := by
    rw [centralDiff, hop_one_adjoint, trace_smul, trace_sub, trace_transpose, sub_self, smul_zero]
  simp only [shiftedH, trace_add, trace_sub, trace_smul, h1, trace_one, Fintype.card_fin,
    smul_eq_mul, Complex.ofReal_zero]
  ring

/-- Transposing `-D2/2 - ik D1 + k²/2 + V` reverses the sign of `k`. -/
theorem shiftedH_transpose (N : ℕ) (h : ℝ) (V : Fin N → ℝ) (k : ℝ) :
    (shiftedH N h V k)ᵀ = shiftedH N h V (-k) := by
  simp only [shiftedH, secondDiff, centralDiff, potential, hop_one_adjoint, transpose_add,
    transpose_sub, transpose_smul, transpose_transpose, transpose_one, diagonal_transpose,
    Complex.ofReal_neg]
  module

/-- On a non-empty ring, `-D2/2 - ik D1 + k²/2 + V` has the same characteristic polynomial
at `k` and `q` exactly when `k = q` or `k = -q`. -/
theorem shiftedH_charpoly_eq_iff (N : ℕ) (hN : 0 < N) (h : ℝ) (V : Fin N → ℝ) (k q : ℝ) :
    (shiftedH N h V k).charpoly = (shiftedH N h V q).charpoly ↔ k = q ∨ k = -q := by
  constructor
  · intro hc
    have : Nonempty (Fin N) := ⟨⟨0, hN⟩⟩
    -- equal characteristic polynomials have equal traces
    have ht : (shiftedH N h V k).trace = (shiftedH N h V q).trace := by
      rw [trace_eq_neg_charpoly_coeff, trace_eq_neg_charpoly_coeff, hc]
    rw [shiftedH_trace N h V k, shiftedH_trace N h V q] at ht
    have hN' : (N : ℂ) ≠ 0 := Nat.cast_ne_zero.mpr hN.ne'
    have hs : (k : ℂ) ^ 2 = (q : ℂ) ^ 2 :=
      mul_left_cancel₀ hN' (by linear_combination 2 * ht)
    have hr : k ^ 2 = q ^ 2 := by exact_mod_cast hs
    exact sq_eq_sq_iff_eq_or_eq_neg.mp hr
  · rintro (rfl | rfl)
    · rfl
    · rw [← shiftedH_transpose, Matrix.charpoly_transpose]

/-- For `G L = 2π`, the Hamiltonian with corner phases is identical at `k` and `k + G`, while
`-D2/2 - ik D1 + k²/2 + V` has equal characteristic polynomials there only if `k = -G/2`,
and then it does. -/
theorem bloch_periodicity_dichotomy (N : ℕ) (h G : ℝ) (hG : G * (N * h) = 2 * Real.pi)
    (V : Fin N → ℝ) (k : ℝ) :
    twistedH N h V (k + G) = twistedH N h V k ∧
      ((shiftedH N h V k).charpoly = (shiftedH N h V (k + G)).charpoly ↔ k = -G / 2) := by
  refine ⟨twistedH_periodic N h G hG V k, ?_⟩
  have hN : 0 < N := by
    rcases Nat.eq_zero_or_pos N with h0 | h0
    · rw [h0, Nat.cast_zero, zero_mul, mul_zero] at hG
      linarith [Real.pi_pos]
    · exact h0
  have hG0 : G ≠ 0 := by
    intro h0
    rw [h0, zero_mul] at hG
    linarith [Real.pi_pos]
  rw [shiftedH_charpoly_eq_iff N hN]
  constructor
  · rintro (h1 | h1)
    · exact absurd (by linarith) hG0
    · linarith
  · intro h1
    right
    linarith

/-- The gauge transformation is unitary. -/
theorem gauge_unitary (N : ℕ) (h k : ℝ) : gauge N h k * (gauge N h k)ᴴ = 1 := by
  rw [gauge, diagonal_conjTranspose, diagonal_mul_diagonal, ← diagonal_one]
  congr 1
  funext j
  rw [Pi.star_apply, star_phase, ← phase_add, add_neg_cancel, phase_zero]

/-- The gauge transformation carries the Hamiltonian with a phase on every bond into the
Hamiltonian with corner phases. -/
theorem twistedH_eq_gauge (N : ℕ) (h : ℝ) (V : Fin N → ℝ) (k : ℝ) :
    twistedH N h V k = gauge N h k * peierlsH N h V k * (gauge N h k)ᴴ := by
  have hU := gauge_unitary N h k
  -- the bond phases accumulate to the corner phase
  have hT : hop N (phase (k * (N * h)))
      = gauge N h k * (phase (k * h) • hop N 1) * (gauge N h k)ᴴ := by
    ext i j
    rw [gauge, diagonal_conjTranspose, mul_diagonal, diagonal_mul]
    simp only [Matrix.smul_apply, smul_eq_mul, hop, Matrix.of_apply, Pi.star_apply, star_phase]
    split_ifs with h1 h2
    · rw [mul_one, ← phase_add, ← phase_add, h1, ← phase_zero]
      congr 1
      push_cast
      ring
    · have hc : (N : ℝ) = (i : ℕ) + 1 := by exact_mod_cast h2.1.symm
      rw [mul_one, ← phase_add, ← phase_add, h2.2, hc]
      congr 1
      push_cast
      ring
    · simp
  have hTa : (hop N (phase (k * (N * h))))ᴴ
      = gauge N h k * (phase (k * h) • hop N 1)ᴴ * (gauge N h k)ᴴ := by
    rw [hT]
    simp only [conjTranspose_mul, conjTranspose_conjTranspose, Matrix.mul_assoc]
  -- the local potential commutes with the gauge factor
  have hV : gauge N h k * potential V * (gauge N h k)ᴴ = potential V := by
    have hc : gauge N h k * potential V = potential V * gauge N h k := by
      simp only [gauge, potential, diagonal_mul_diagonal, mul_comm]
    rw [hc, Matrix.mul_assoc, hU, Matrix.mul_one]
  unfold twistedH peierlsH secondDiff
  rw [hTa, hT]
  simp only [Matrix.mul_add, Matrix.add_mul, Matrix.mul_sub, Matrix.sub_mul, Matrix.mul_smul,
    Matrix.smul_mul, Matrix.mul_one, hU, hV]

/-- With the phase `exp(±ikh)` on every bond, the characteristic polynomial is the same at
`k` and `k + G` when `G L = 2π`. -/
theorem peierlsH_charpoly_periodic (N : ℕ) (h G : ℝ) (hG : G * (N * h) = 2 * Real.pi)
    (V : Fin N → ℝ) (k : ℝ) :
    (peierlsH N h V (k + G)).charpoly = (peierlsH N h V k).charpoly := by
  have key : ∀ q : ℝ, (twistedH N h V q).charpoly = (peierlsH N h V q).charpoly := by
    intro q
    have hU : (gauge N h q)ᴴ * gauge N h q = 1 := mul_eq_one_comm.mp (gauge_unitary N h q)
    rw [twistedH_eq_gauge, Matrix.charpoly_mul_comm, ← Matrix.mul_assoc, hU, Matrix.one_mul]
  rw [← key, ← key, twistedH_periodic N h G hG]

end

end RingBlochBoundary
```

```lean
#print axioms RingBlochBoundary.bloch_periodicity_dichotomy
-- 'RingBlochBoundary.bloch_periodicity_dichotomy' depends on axioms: [propext, Classical.choice, Quot.sound]
#print axioms RingBlochBoundary.peierlsH_charpoly_periodic
-- 'RingBlochBoundary.peierlsH_charpoly_periodic' depends on axioms: [propext, Classical.choice, Quot.sound]
```

## How the proof follows the calculation

`twistedH_periodic` splits the phase with `phase_add` and uses exp(2πi) = 1. `shiftedH_trace` and `shiftedH_transpose` are the two identities for H_s. `shiftedH_charpoly_eq_iff` combines them: it reads the trace off a coefficient of the characteristic polynomial, cancels N to get k² = q², and uses the transpose for the converse. The main theorem derives N > 0 and G ≠ 0 from its hypothesis, then solves the two linear cases with `linarith`.

In `twistedH_eq_gauge`, the case split on matrix entries is the bond-by-bond computation above. `peierlsH_charpoly_periodic` then moves the unitary around cyclically inside the characteristic polynomial.

## A half-sized shift, and wider stencils

If k is shifted by an amount that is not a multiple of G, the corner-phase periodicity can fail. Take N = 3, h = 1 and V = 0, and go from k = 0 to k = G/2 = π/L. The corner phase changes from 1 to −1, and the eigenvalues change from 0, 3/2, 3/2 to 1/2, 1/2, 2.

The trace and transpose argument, done by hand, also covers higher-order periodic central differences: it needs only that D2 is real symmetric, D1 is real antisymmetric and neither depends on k.
